# No field with $k$ values reproduces the Gaussian moments of all orders from $0$ to $2k$

Q: In an auxiliary-field calculation for interacting fermions I take one time-step factor $e^{\lambda^2A^2/2}$, where $A$ is a one-body operator and $\lambda^2$ is proportional to the step, and I write it as the average of $e^{\lambda xA}$ over a standard Gaussian variable $x$. Then I replace the continuous $x$ by $k$ values $x_i$ with weights $w_i$, $i=0,\dots,k-1$, and I have to decide at which power of $\lambda$ this introduces an error. You say that a Lean theorem settles the question. I doubt that a statement about polynomials knows anything about my field.

A: Expand both sides in $\lambda$. Let $m_n$ be the $n$-th moment of the Gaussian and $M_n=\sum_i w_i x_i^n$ that of the discrete field. Then
$$\langle e^{\lambda xA}\rangle=\sum_n \frac{\lambda^n m_n}{n!}A^n,\qquad \sum_i w_i\,e^{\lambda x_iA}=\sum_n \frac{\lambda^n M_n}{n!}A^n .$$
For values and weights that do not depend on $\lambda$, the comparison order by order is a comparison of $M_n$ with $m_n$. The theorems say, for a single scalar field, that $M_n=m_n$ fails for some $n\le 2k$, and that if it holds for all $n<2k$ then $M_{2k}=m_{2k}-k!$. In that best case the leading term of the discrete factor minus the exact one would be $-\frac{k!}{(2k)!}\lambda^{2k}A^{2k}$. The operator $A$ and this expansion are my reading of the application; only the statements about the numbers $M_n$ and $m_n$ went through the proof checker.

Q: Show me the argument in ordinary mathematics first.

A: Integrating $x^{n+1}\cdot x\,e^{-x^2/2}$ by parts gives $m_{n+2}=(n+1)\,m_n$, with $m_0=1$ from normalisation and $m_1=0$ from symmetry. For a polynomial $p=\sum_n p_nX^n$ in a variable $X$, put $\langle p\rangle=\sum_n p_n m_n$.

First, $\langle Xp\rangle=\langle p'\rangle$. Both sides are additive in $p$, so take $p=aX^n$ with a number $a$. For $n=0$ the left side is $a\,m_1=0$ and $p'=0$. For degree $n+1$ the left side is $a\,m_{n+2}$ and the right side is $a\,(n+1)\,m_n$, and these agree by the recurrence.

Second, define Hermite polynomials by $\mathrm{He}_0=1$ and $\mathrm{He}_{n+1}=X\,\mathrm{He}_n-\mathrm{He}_n'$. For any polynomial $q$,
$$\langle \mathrm{He}_{n+1}q\rangle=\langle X\,\mathrm{He}_nq\rangle-\langle \mathrm{He}_n'q\rangle=\langle \mathrm{He}_n'q+\mathrm{He}_nq'\rangle-\langle \mathrm{He}_n'q\rangle=\langle \mathrm{He}_nq'\rangle ,$$
and induction on $n$ gives $\langle \mathrm{He}_nq\rangle=\langle q^{(n)}\rangle$, the average of the $n$-th derivative.

Third, if $\deg p\le k$ then $p^{(k)}$ is the constant $k!\,p_k$, and $m_0=1$ gives $\langle \mathrm{He}_kp\rangle=k!\,p_k$.

Fourth, if $M_n=m_n$ for all $n$ below some order $N$ and $\deg p<N$, then
$$\sum_i w_i\,p(x_i)=\sum_n p_n\sum_i w_i x_i^n=\sum_n p_nM_n=\langle p\rangle .$$

Fifth, take $N=2k$ and the node polynomial $p=\prod_i(X-x_i)$. It has degree $k$, leading coefficient $p_k=1$, and $p(x_i)=0$ for every $i$. Since $\mathrm{He}_k$ also has degree $k$ and leading coefficient $1$, the leading terms cancel in $r=X^{2k}-\mathrm{He}_kp$, so $\deg r<2k$ and the fourth step applies to $r$. At the field values $r(x_i)=x_i^{2k}$, so the discrete side is $M_{2k}$. The Gaussian side is $\langle X^{2k}\rangle-\langle \mathrm{He}_kp\rangle=m_{2k}-k!$. Hence $M_{2k}=m_{2k}-k!$, and $k!\neq0$ excludes $M_{2k}=m_{2k}$.

Q: That starts from an integral against $e^{-x^2/2}$. Where is the integral in the Lean version?

A: It is absent. The recurrence is taken as the definition of the moments.

```lean
import Mathlib

open Polynomial Nat

namespace FiniteAuxiliaryField

noncomputable section

/-- Wick moments of a standard Gaussian field: `m₀ = 1`, `m₁ = 0`, and
`m_{n+2} = (n+1) m_n`, since one field can be paired with any of the other `n+1`. -/
def wickMoment : ℕ → ℕ
  | 0 => 1
  | 1 => 0
  | n + 2 => (n + 1) * wickMoment n
```

`wickMoment n` is the natural number $m_n$. The three clauses stand for normalisation, zero mean, and Wick's rule at unit variance: the first of $n+2$ factors of the field is contracted with one of the other $n+1$, each contraction contributes $1$, and $n$ factors remain. That these numbers are the moments of the density $e^{-x^2/2}/\sqrt{2\pi}$ is assumed through the definition and not derived from measure theory.

Q: Then what is being averaged?

A: Polynomials in the field with complex coefficients, the type `ℂ[X]`.

```lean
/-- The Gaussian average of a polynomial in the field: the linear functional that sends
`a Xⁿ` to `a` times the `n`-th Wick moment. -/
def gaussAvg : ℂ[X] →ₗ[ℂ] ℂ :=
  Polynomial.lsum (fun n => LinearMap.mulRight ℂ (wickMoment n : ℂ))
```

`gaussAvg` is the bracket $\langle\cdot\rangle$. `Polynomial.lsum` builds a linear map from one rule per degree, and the rule for degree $n$ multiplies the coefficient by $m_n$. Exponentials such as $e^{\lambda x}$ are not in its domain. No complex conjugation enters, so $\langle pq\rangle$ is bilinear in $p$ and $q$.

```lean
/-- The probabilists' Hermite polynomial `Heₙ` with complex coefficients. -/
def He (n : ℕ) : ℂ[X] := (hermite n).map (Int.castRingHom ℂ)
```

`He n` is Mathlib's `hermite n`, which has integer coefficients, carried over to $\mathbb C$. The convention is the probabilists' one, $\mathrm{He}_1=X$ and $\mathrm{He}_2=X^2-1$, suited to the weight $e^{-x^2/2}$. The leading coefficient is $1$, which the fifth step uses; the polynomials $H_n$ of the harmonic oscillator belong to the weight $e^{-x^2}$, have leading coefficient $2^n$, and differ by a rescaling of the variable as well as by a factor, $H_n(x)=2^{n/2}\,\mathrm{He}_n(\sqrt2\,x)$.

```lean
/-- The `m`-th moment `∑ᵢ wᵢ xᵢ^m` of a discrete auxiliary field with `k` values `xᵢ`
and weights `wᵢ`. -/
def quadMoment {k : ℕ} (w x : Fin k → ℂ) (m : ℕ) : ℂ := ∑ i, w i * x i ^ m
```

`quadMoment w x m` is $M_n$ with the order called `m`. The index type `Fin k` runs over $0,\dots,k-1$.

Q: A discrete field should have positive weights that add up to one and distinct real values. I see none of this in `w x : Fin k → ℂ`.

A: For an impossibility statement, fewer conditions on the field make the theorem stronger. Your fields are among the pairs $(w,x)$ that are excluded, and so are fields with negative or complex weights and with complex values. Normalisation is the moment condition of order $0$, $\sum_i w_i=1$. Values may coincide and weights may vanish, so a field with fewer than $k$ distinct values is covered at the same $k$.

Q: How do I see that the recursion produces the numbers I know?

A: From the closed form: $m_{2j+1}=0$ and $m_{2j+2}=(2j+1)!!$ for every $j\ge0$, which gives $m_2=1$, $m_4=3$, $m_6=15$.

```lean
/-- Odd Wick moments vanish and the moment of order `2j+2` is `(2j+1)‼`. -/
theorem wickMoment_closed_form (j : ℕ) :
    wickMoment (2 * j + 1) = 0 ∧ wickMoment (2 * j + 2) = (2 * j + 1)‼ := by
  induction j with
  | zero => exact ⟨rfl, rfl⟩
  | succ j ih =>
    have e : 2 * (j + 1) = 2 * j + 2 := by ring
    have a1 : wickMoment (2 * j + 2 + 1) = (2 * j + 1 + 1) * wickMoment (2 * j + 1) := rfl
    have a2 : wickMoment (2 * j + 2 + 2) = (2 * j + 2 + 1) * wickMoment (2 * j + 2) := rfl
    have a3 : (2 * j + 2 + 1)‼ = (2 * j + 1 + 2) * (2 * j + 1)‼ :=
      Nat.doubleFactorial_add_two (2 * j + 1)
    rw [e, a1, a2, a3, ih.1, ih.2]
    exact ⟨by simp, by ring⟩
```

The induction on $j$ unfolds the recurrence once for the odd order (`a1`) and once for the even order (`a2`), uses $(2j+3)!!=(2j+3)(2j+1)!!$ (`a3`), and inserts the induction hypothesis. The later proofs use the recurrence directly, so this theorem serves to identify the moments.

Q: Now match your five steps to the code.

A: One preliminary lemma evaluates the functional on a single term, $\langle aX^n\rangle=a\,m_n$, where `monomial n a` is $aX^n$.

```lean
/-- The Gaussian average of `a Xⁿ` is `a` times the `n`-th Wick moment. -/
theorem gaussAvg_monomial (n : ℕ) (a : ℂ) :
    gaussAvg (monomial n a) = a * (wickMoment n : ℂ) := by
  show (monomial n a).sum (fun n r => LinearMap.mulRight ℂ (wickMoment n : ℂ) r) = _
  rw [Polynomial.sum_monomial_index] <;> simp
```

The first step is `gaussAvg_X_mul`. `Polynomial.induction_on'` reduces the claim to additivity and to monomials, and `cases n` separates degree $0$ from degree $n+1$. In each case `hw` is the clause of the recurrence that I used above: $m_1=0$, and $m_{n+2}=(n+1)\,m_n$.

```lean
/-- Gaussian integration by parts on polynomials: `⟨X p⟩ = ⟨p'⟩`. -/
theorem gaussAvg_X_mul (p : ℂ[X]) : gaussAvg (X * p) = gaussAvg (derivative p) := by
  induction p using Polynomial.induction_on' with
  | add p q hp hq => rw [mul_add, map_add, map_add, map_add, hp, hq]
  | monomial n a =>
    rw [X_mul, monomial_mul_X, derivative_monomial, gaussAvg_monomial, gaussAvg_monomial]
    cases n with
    | zero =>
      have hw : wickMoment (0 + 1) = 0 := rfl
      rw [hw]
      simp
    | succ n =>
      have hw : wickMoment (n + 1 + 1) = (n + 1) * wickMoment n := rfl
      rw [hw, Nat.add_sub_cancel]
      push_cast
      ring
```

The second step is `gaussAvg_He_mul`, where `derivative^[n] q` is $q^{(n)}$. The induction carries `generalizing q` because the hypothesis for $n$ is applied to $q'$, as `ih (derivative q)`. The recurrence for the Hermite polynomials is `hs`. The long rewrite is the displayed chain of equalities: integrate by parts, apply the product rule `derivative_mul`, and let `ring` cancel the two terms with $\mathrm{He}_n'q$.

```lean
/-- Under the Gaussian average a factor `Heₙ` acts as the `n`-th derivative:
`⟨Heₙ q⟩ = ⟨q⁽ⁿ⁾⟩`. -/
theorem gaussAvg_He_mul (n : ℕ) (q : ℂ[X]) :
    gaussAvg (He n * q) = gaussAvg (derivative^[n] q) := by
  induction n generalizing q with
  | zero => simp [He]
  | succ n ih =>
    have hs : He (n + 1) = X * He n - derivative (He n) := by
      simp [He, hermite_succ, Polynomial.map_sub, Polynomial.map_mul, derivative_map]
    have e : He (n + 1) * q = X * (He n * q) - derivative (He n) * q := by
      rw [hs]
      ring
    -- integrate by parts once; the term with `Heₙ'` cancels
    rw [e, map_sub, gaussAvg_X_mul, derivative_mul, map_add, ih (derivative q),
      Function.iterate_succ_apply]
    ring
```

The third step has the hypothesis `p.natDegree ≤ k`. Its core `hd` compares coefficients with `coeff_iterate_derivative`: the constant term of $p^{(k)}$ is $k!\,p_k$, and every higher coefficient involves some $p_n$ with $n>k$, which vanishes.

```lean
/-- For a polynomial `p` of degree at most `k`, `⟨Heₖ p⟩` is `k!` times the coefficient
of `Xᵏ` in `p`. -/
theorem gaussAvg_He_mul_of_le (k : ℕ) (p : ℂ[X]) (hp : p.natDegree ≤ k) :
    gaussAvg (He k * p) = (k ! : ℂ) * p.coeff k := by
  have hd : derivative^[k] p = monomial 0 ((k ! : ℂ) * p.coeff k) := by
    ext m
    rw [coeff_iterate_derivative, coeff_monomial]
    split_ifs with h
    · subst h
      simp [Nat.descFactorial_self]
    · rw [coeff_eq_zero_of_natDegree_lt (by omega)]
      simp
  have h0 : wickMoment 0 = 1 := rfl
  rw [gaussAvg_He_mul, hd, gaussAvg_monomial, h0]
  simp
```

The fourth step is `quadrature_exact`, where `p.eval (x i)` is $p(x_i)$. It expands $p$ over the degrees with nonzero coefficient (`hL`), exchanges the sum over $i$ with the sum over degrees by `Finset.sum_comm`, and shows in `hm'` that each of these degrees lies below $N$, so that the moment hypothesis applies term by term.

```lean
/-- A discrete field that reproduces the Wick moments below order `N` reproduces the
Gaussian average of every polynomial of degree below `N`. -/
theorem quadrature_exact {k N : ℕ} (w x : Fin k → ℂ)
    (h : ∀ m < N, quadMoment w x m = wickMoment m) (p : ℂ[X]) (hp : p.degree < N) :
    ∑ i, w i * p.eval (x i) = gaussAvg p := by
  have hL : gaussAvg p = ∑ m ∈ p.support, p.coeff m * (wickMoment m : ℂ) := by
    calc gaussAvg p = gaussAvg (∑ m ∈ p.support, monomial m (p.coeff m)) :=
          congrArg _ p.as_sum_support
      _ = _ := by simp only [map_sum, gaussAvg_monomial]
  rw [hL]
  simp only [eval_eq_sum, Polynomial.sum_def, Finset.mul_sum]
  rw [Finset.sum_comm]
  refine Finset.sum_congr rfl fun m hm => ?_
  have hm' : m < N := by
    by_contra hc
    exact (mem_support_iff.mp hm) ((degree_lt_iff_coeff_zero p N).mp hp m (by omega))
  rw [← h m hm', quadMoment, Finset.mul_sum]
  exact Finset.sum_congr rfl fun i _ => by ring
```

Q: And the main statement? Read it to me literally.

A: `moment_defect` says: for every natural number $k$ and all complex $w_i$ and $x_i$, if $M_n=m_n$ for every $n<2k$, then $M_{2k}=m_{2k}-k!$. The subtraction is taken in $\mathbb C$.

```lean
/-- If a `k`-point field with complex values and weights reproduces the Wick moments
below order `2k`, its moment of order `2k` equals the Wick moment minus `k!`. -/
theorem moment_defect {k : ℕ} (w x : Fin k → ℂ)
    (h : ∀ m < 2 * k, quadMoment w x m = wickMoment m) :
    quadMoment w x (2 * k) = wickMoment (2 * k) - (k ! : ℂ) := by
  -- the node polynomial: monic, of degree `k`, zero at every field value
  obtain ⟨p, hpm, hpd, hp0⟩ :
      ∃ p : ℂ[X], p.Monic ∧ p.natDegree = k ∧ ∀ i, p.eval (x i) = 0 := by
    refine ⟨∏ i, (X - C (x i)), monic_prod_of_monic _ _ fun i _ => monic_X_sub_C _, ?_, ?_⟩
    · rw [natDegree_prod_of_monic _ _ fun i _ => monic_X_sub_C _]
      simp
    · intro i
      rw [eval_prod]
      exact Finset.prod_eq_zero (Finset.mem_univ i) (by simp)
  have hHm : (He k).Monic := (hermite_monic k).map _
  have hHd : (He k).natDegree = k := by
    rw [He, (hermite_monic k).natDegree_map, natDegree_hermite]
  have hqm : (He k * p).Monic := hHm.mul hpm
  have hqd : (He k * p).natDegree = 2 * k := by
    rw [hHm.natDegree_mul hpm, hHd, hpd]
    ring
  have hXm : ((X : ℂ[X]) ^ (2 * k)).Monic := monic_X_pow _
  -- the leading terms cancel, so the quadrature is exact on `X^{2k} - Heₖ p`
  have hr : ((X : ℂ[X]) ^ (2 * k) - He k * p).degree < ((2 * k : ℕ) : WithBot ℕ) := by
    have h1 := Polynomial.degree_sub_lt_left (p := (X : ℂ[X]) ^ (2 * k)) (q := He k * p)
      (by rw [degree_X_pow, degree_eq_natDegree hqm.ne_zero, hqd]) hXm.ne_zero
      (by rw [hXm.leadingCoeff, hqm.leadingCoeff])
    rwa [degree_X_pow] at h1
  have hc : p.coeff k = 1 := by
    rw [← hpd]
    exact hpm.coeff_natDegree
  have key := quadrature_exact w x h _ hr
  rw [map_sub, gaussAvg_He_mul_of_le k p hpd.le, hc, ← monomial_one_right_eq_X_pow,
    gaussAvg_monomial] at key
  simpa [quadMoment, hp0] using key
```

The `obtain` block constructs $\prod_i(X-x_i)$ and keeps three properties: `Monic` (leading coefficient $1$), degree $k$, and zero at each $x_i$. Then `hqm` and `hqd` state that $\mathrm{He}_kp$ is monic of degree $2k$, and `hr` is the cancellation of leading terms, $\deg r<2k$. `key` is the fourth step applied to $r$. The rewrite turns its Gaussian side into $m_{2k}-k!\,p_k$ with $p_k=1$ from `hc`, and the final `simpa` uses `hp0` to reduce the discrete side to $M_{2k}$.

Q: The theorem is conditional. Does it tell me that a field matching all orders below $2k$ exists?

A: Not for general $k$. Gauss–Hermite quadrature is the familiar rule with that property, but its construction from the zeros of $\mathrm{He}_k$, with positive weights, is not among the theorems. They bound what any field can reach and fix the error at order $2k$ once the lower orders match; an explicit field is given for $k=2$ only. The unconditional statement is the next one: for no $k$, $w$ and $x$ does $M_n=m_n$ hold for all $n\le 2k$.

```lean
/-- No `k`-point auxiliary field, even with complex values and weights, reproduces all
Wick moments of orders `0` to `2k`. -/
theorem no_exact_finite_field {k : ℕ} (w x : Fin k → ℂ) :
    ¬ ∀ m ≤ 2 * k, quadMoment w x m = wickMoment m := by
  intro h
  have h1 := moment_defect w x fun m hm => h m hm.le
  rw [h (2 * k) le_rfl] at h1
  have h2 : (k ! : ℂ) = 0 := by linear_combination h1
  exact Nat.factorial_ne_zero k (by exact_mod_cast h2)
```

Assuming agreement up to $2k$, `moment_defect` and the condition at order $2k$ give $m_{2k}=m_{2k}-k!$, from which `linear_combination h1` extracts $k!=0$, which is false. The theorem does not say which order fails. A poorly chosen field may fail well below $2k$.

Q: My field rarely has unit variance.

A: The real version has a width $\sigma$: for real $w_i$ and $x_i$ and real $\sigma\neq0$, the equations $\sum_i w_ix_i^n=\sigma^n m_n$ do not all hold for $n\le2k$. The numbers $\sigma^nm_n$ are the moments of a centred Gaussian of variance $\sigma^2$.

```lean
/-- No `k` real values and real weights reproduce the moments `σ^m m_m` of a centred
Gaussian of nonzero width `σ` for all orders `0` to `2k`. -/
theorem no_exact_real_field {k : ℕ} (w x : Fin k → ℝ) (σ : ℝ) (hσ : σ ≠ 0) :
    ¬ ∀ m ≤ 2 * k, ∑ i, w i * x i ^ m = σ ^ m * wickMoment m := by
  intro h
  apply no_exact_finite_field (fun i => (w i : ℂ)) (fun i => ((x i / σ : ℝ) : ℂ))
  intro m hm
  -- rescale the field values to unit width
  have h1 : ∑ i, w i * (x i / σ) ^ m = (wickMoment m : ℝ) := by
    simp only [div_pow, ← mul_div_assoc]
    rw [← Finset.sum_div, h m hm]
    exact mul_div_cancel_left₀ _ (pow_ne_zero m hσ)
  simp only [quadMoment]
  exact_mod_cast h1
```

Dividing the equation of order $n$ by $\sigma^n$ gives $\sum_i w_i(x_i/\sigma)^n=m_n$, which is `h1`, and the complex theorem is applied to the values $x_i/\sigma$. The hypothesis `hσ` excludes the field without fluctuations: at $\sigma=0$ the single value $x_0=0$ with weight $1$ has the required moments $1,0,0,\dots$ at every order. A negative $\sigma$ is allowed and describes the same Gaussian, because the odd $m_n$ vanish. A nonzero mean, an imaginary width and fields with several components are not treated.

Q: Here is my real objection. For the Hubbard interaction a two-valued field decouples the step exactly. Doesn't that contradict the theorem?

A: No, because that decoupling does not match moments. There $A=n_\uparrow-n_\downarrow$, the difference of the two spin occupations on one site, has eigenvalues $-1,0,1$, so $A^3=A$ and the powers of $A$ are not independent. With values $\pm a$ and weights $1/2$ the discrete average of $e^{\pm aA}$ is $\cosh(aA)=1+(\cosh a-1)A^2$, which equals $e^{\lambda^2A^2/2}$ when $\cosh a=e^{\lambda^2/2}$. One equation replaces the whole list of moment conditions, and the field values $x=\pm a/\lambda$ depend on the step. The theorems concern a field that is meant to imitate the Gaussian moments themselves, and say nothing against identities whose field values are tuned to the step and which hold only on the finite spectrum of a particular operator.

Q: Let me test the formula at the smallest sizes. Surely $k\ge1$ is required.

A: It is not. At $k=0$ the hypothesis of `moment_defect` is empty, $M_0$ is an empty sum, and the claim reads $0=m_0-0!=1-1$. In the proof $p=1$ and $r=1-1=0$; the condition $\deg r<0$ holds because `degree` assigns the zero polynomial a value below every natural number, and `quadrature_exact` is stated with `degree`. At $k=1$ the conditions are $w_0=1$ and $w_0x_0=0$, so $x_0=0$ and $M_2=0=m_2-1!$: the field is frozen at its mean and has no variance. At $k=2$ take the Ising field $x=(1,-1)$ with $w=(1/2,1/2)$. Its moments are $M_0=1$, $M_1=0$, $M_2=1$, $M_3=0$, in agreement with $m_0,\dots,m_3$, and $M_4=1=3-2!$. In the expansion from the start this corresponds to $\cosh y-e^{y^2/2}=-y^4/12+\dots$ with $y=\lambda A$. The last theorem records the case $k=2$: the first conjunct is the hypothesis of `moment_defect`, checked order by order with `interval_cases m`, and the values $M_4=1$ and $m_4=3$ are computed directly from the definitions.

```lean
/-- The Ising field with values `±1` and weights `1/2` reproduces the Wick moments of
orders `0` to `3`; its fourth moment is `1`, while the Wick moment is `3`. -/
theorem moment_defect_witness :
    (∀ m < 2 * 2, quadMoment ![1 / 2, 1 / 2] ![1, -1] m = wickMoment m) ∧
      quadMoment ![1 / 2, 1 / 2] ![1, -1] 4 = 1 ∧ wickMoment 4 = 3 := by
  have h0 : wickMoment 0 = 1 := rfl
  have h1 : wickMoment 1 = 0 := rfl
  have h2 : wickMoment 2 = 1 := rfl
  have h3 : wickMoment 3 = 0 := rfl
  refine ⟨fun m hm => ?_, ?_, rfl⟩
  · have hm' : m < 4 := hm
    interval_cases m <;> norm_num [quadMoment, Fin.sum_univ_two, h0, h1, h2, h3]
  · norm_num [quadMoment, Fin.sum_univ_two]

end

end FiniteAuxiliaryField
```

```lean
#print axioms FiniteAuxiliaryField.wickMoment_closed_form
-- 'FiniteAuxiliaryField.wickMoment_closed_form' depends on axioms: [propext]
#print axioms FiniteAuxiliaryField.no_exact_real_field
-- 'FiniteAuxiliaryField.no_exact_real_field' depends on axioms: [propext, Classical.choice, Quot.sound]
```
